# A mean-field energy quadratic in the density has only the harmonics 0, 2t and 4t along a Givens rotation

In a self-consistent-field calculation the energy can be lowered by mixing an occupied and an empty orbital through an angle $t$, which raises the question of how the energy varies with that angle. For real orbitals and a mean field linear in the density matrix, the curve is a combination of $1$, $\cos 2t$, $\sin 2t$, $\cos 4t$ and $\sin 4t$.

In Lean 4 with Mathlib:

```lean
import Mathlib

open Matrix
open scoped Real

namespace GivensEnergyCurve

noncomputable section

variable {n : Type*} [Fintype n] [DecidableEq n]

/-- The mean-field energy `E(D) = tr(hD) + tr(G(D)D)/2` of a density matrix `D`, with
one-electron matrix `h` and linear mean field `G`. -/
def energy (h : Matrix n n ℝ) (G : Matrix n n ℝ →ₗ[ℝ] Matrix n n ℝ) (D : Matrix n n ℝ) : ℝ :=
  Matrix.trace (h * D) + Matrix.trace (G D * D) / 2

/-- The Givens matrix of two distinct orbitals `p` and `q`: it sends `e_p` to
`cos t e_p + sin t e_q` and `e_q` to `cos t e_q - sin t e_p`, and fixes the other orbitals. -/
def givens (p q : n) (t : ℝ) : Matrix n n ℝ :=
  1 + (Real.cos t - 1) • (single p p (1 : ℝ) + single q q (1 : ℝ))
    + Real.sin t • (single q p (1 : ℝ) - single p q (1 : ℝ))

/-- The density matrix `R(t) diag(f) R(t)ᵀ` obtained from orbitals with occupations `f` by the
Givens matrix of `p` and `q`. -/
def rotatedDensity (f : n → ℝ) (p q : n) (t : ℝ) : Matrix n n ℝ :=
  givens p q t * diagonal f * (givens p q t)ᵀ

/-- The mean-field energy as a function of the Givens angle `t`. -/
def rotationEnergy (h : Matrix n n ℝ) (G : Matrix n n ℝ →ₗ[ℝ] Matrix n n ℝ)
    (f : n → ℝ) (p q : n) (t : ℝ) : ℝ :=
  energy h G (rotatedDensity f p q t)

/-- For distinct orbitals, the rotated density depends on the angle only through `cos 2t` and
`sin 2t`, and its change is proportional to the difference of the two occupations. -/
theorem rotatedDensity_eq (f : n → ℝ) {p q : n} (hpq : p ≠ q) (t : ℝ) :
    rotatedDensity f p q t = diagonal f + ((f p - f q) / 2) •
      ((Real.cos (2 * t) - 1) • (single p p (1 : ℝ) - single q q (1 : ℝ))
        + Real.sin (2 * t) • (single p q (1 : ℝ) + single q p (1 : ℝ))) := by
  -- a diagonal matrix scales the matrix units
  have hl : ∀ i j : n, diagonal f * single i j (1 : ℝ) = f i • single i j (1 : ℝ) := by
    intro i j
    ext k l
    rw [Matrix.diagonal_mul, Matrix.smul_apply, smul_eq_mul]
    by_cases hk : i = k
    · rw [hk]
    · simp [hk]
  have hr : ∀ i j : n, single i j (1 : ℝ) * diagonal f = f j • single i j (1 : ℝ) := by
    intro i j
    ext k l
    rw [Matrix.mul_diagonal, Matrix.smul_apply, smul_eq_mul, mul_comm]
    by_cases hk : j = l
    · rw [hk]
    · simp [hk]
  -- products of matrix units
  have hs : ∀ i j k : n, single i j (1 : ℝ) * single j k (1 : ℝ) = single i k (1 : ℝ) := by
    intro i j k
    simp
  have hz : ∀ i k : n, single i p (1 : ℝ) * single q k (1 : ℝ) = 0 := by
    intro i k
    simp [hpq]
  have hz' : ∀ i k : n, single i q (1 : ℝ) * single p k (1 : ℝ) = 0 := by
    intro i k
    simp [hpq.symm]
  have hT : (givens p q t)ᵀ =
      1 + (Real.cos t - 1) • (single p p (1 : ℝ) + single q q (1 : ℝ))
        + Real.sin t • (single p q (1 : ℝ) - single q p (1 : ℝ)) := by
    simp only [givens, Matrix.transpose_add, Matrix.transpose_sub, Matrix.transpose_smul,
      Matrix.transpose_one, Matrix.transpose_single]
  rw [rotatedDensity, hT, givens]
  simp only [add_mul, mul_add, sub_mul, mul_sub, one_mul, mul_one, Matrix.smul_mul,
    Matrix.mul_smul, hl, hr, hs, hz, hz']
  -- compare entries, using double angles and `sin² + cos² = 1`
  ext i j
  simp only [Matrix.add_apply, Matrix.sub_apply, Matrix.smul_apply, smul_eq_mul,
    Matrix.zero_apply]
  rw [Real.cos_two_mul, Real.sin_two_mul]
  linear_combination (f q * single p p (1 : ℝ) i j + f p * single q q (1 : ℝ) i j) *
    Real.sin_sq_add_cos_sq t

/-- The Givens matrix of two distinct orbitals is orthogonal. -/
theorem givens_mul_transpose {p q : n} (hpq : p ≠ q) (t : ℝ) :
    givens p q t * (givens p q t)ᵀ = 1 := by
  have h := rotatedDensity_eq (fun _ : n => (1 : ℝ)) hpq t
  simpa [rotatedDensity] using h

/-- Rotating two distinct orbitals of equal occupation leaves the density matrix unchanged. -/
theorem rotatedDensity_of_equal_occupation (f : n → ℝ) {p q : n} (hpq : p ≠ q)
    (hf : f p = f q) (t : ℝ) : rotatedDensity f p q t = diagonal f := by
  rw [rotatedDensity_eq f hpq, hf, sub_self, zero_div, zero_smul, add_zero]

/-- On a curve of matrices `M + cos θ Z + sin θ X`, the mean-field energy is a real
combination of `1`, `cos θ`, `sin θ`, `cos 2θ` and `sin 2θ`. -/
theorem energy_on_ellipse (h : Matrix n n ℝ) (G : Matrix n n ℝ →ₗ[ℝ] Matrix n n ℝ)
    (M Z X : Matrix n n ℝ) :
    ∃ a₀ a₁ b₁ a₂ b₂ : ℝ, ∀ θ : ℝ,
      energy h G (M + Real.cos θ • Z + Real.sin θ • X) =
        a₀ + a₁ * Real.cos θ + b₁ * Real.sin θ
          + a₂ * Real.cos (2 * θ) + b₂ * Real.sin (2 * θ) := by
  refine ⟨energy h G M + (Matrix.trace (G Z * Z) + Matrix.trace (G X * X)) / 4,
    Matrix.trace (h * Z) + (Matrix.trace (G M * Z) + Matrix.trace (G Z * M)) / 2,
    Matrix.trace (h * X) + (Matrix.trace (G M * X) + Matrix.trace (G X * M)) / 2,
    (Matrix.trace (G Z * Z) - Matrix.trace (G X * X)) / 4,
    (Matrix.trace (G Z * X) + Matrix.trace (G X * Z)) / 4, fun θ => ?_⟩
  simp only [energy, map_add, map_smul, mul_add, add_mul, Matrix.smul_mul, Matrix.mul_smul,
    Matrix.trace_add, Matrix.trace_smul, smul_eq_mul]
  rw [Real.cos_two_mul, Real.sin_two_mul]
  linear_combination (Matrix.trace (G X * X) / 2) * Real.sin_sq_add_cos_sq θ

/-- Along a Givens rotation of two distinct orbitals, with any real occupations, the mean-field
energy is a real linear combination of `1`, `cos 2t`, `sin 2t`, `cos 4t` and `sin 4t`. -/
theorem rotationEnergy_harmonics (h : Matrix n n ℝ) (G : Matrix n n ℝ →ₗ[ℝ] Matrix n n ℝ)
    (f : n → ℝ) {p q : n} (hpq : p ≠ q) :
    ∃ a₀ a₁ b₁ a₂ b₂ : ℝ, ∀ t : ℝ,
      rotationEnergy h G f p q t =
        a₀ + a₁ * Real.cos (2 * t) + b₁ * Real.sin (2 * t)
          + a₂ * Real.cos (4 * t) + b₂ * Real.sin (4 * t) := by
  obtain ⟨a₀, a₁, b₁, a₂, b₂, H⟩ := energy_on_ellipse h G
    (diagonal f - ((f p - f q) / 2) • (single p p (1 : ℝ) - single q q (1 : ℝ)))
    (((f p - f q) / 2) • (single p p (1 : ℝ) - single q q (1 : ℝ)))
    (((f p - f q) / 2) • (single p q (1 : ℝ) + single q p (1 : ℝ)))
  refine ⟨a₀, a₁, b₁, a₂, b₂, fun t => ?_⟩
  -- the density runs along an ellipse with angle `2t`
  have hD := H (2 * t)
  rw [show 2 * (2 * t) = 4 * t by ring] at hD
  rw [← hD, rotationEnergy, rotatedDensity_eq f hpq]
  congr 1
  module

/-- For two distinct orbitals, the energies at the angles `0`, `π/8`, `π/4`, `π/2` and `3π/4`
determine the energy at every angle, by the formula stated. -/
theorem rotationEnergy_from_five (h : Matrix n n ℝ) (G : Matrix n n ℝ →ₗ[ℝ] Matrix n n ℝ)
    (f : n → ℝ) {p q : n} (hpq : p ≠ q) (W : ℝ → ℝ) (hW : W = rotationEnergy h G f p q)
    (t : ℝ) :
    W t = (W 0 + W (π / 4) + W (π / 2) + W (3 * π / 4)) / 4
      + (W 0 - W (π / 2)) / 2 * Real.cos (2 * t)
      + (W (π / 4) - W (3 * π / 4)) / 2 * Real.sin (2 * t)
      + (W 0 - W (π / 4) + W (π / 2) - W (3 * π / 4)) / 4 * Real.cos (4 * t)
      + (W (π / 8) - (W 0 + W (π / 4) + W (π / 2) + W (3 * π / 4)) / 4
          - √2 / 4 * (W 0 - W (π / 2) + W (π / 4) - W (3 * π / 4))) * Real.sin (4 * t) := by
  obtain ⟨a₀, a₁, b₁, a₂, b₂, H⟩ := rotationEnergy_harmonics h G f hpq
  rw [← hW] at H
  -- evaluate the five harmonics at the sample angles
  have h0 : W 0 = a₀ + a₁ + a₂ := by
    rw [H]
    simp
  have h1 : W (π / 4) = a₀ + b₁ - a₂ := by
    rw [H, show 2 * (π / 4) = π / 2 by ring, show 4 * (π / 4) = π by ring,
      Real.cos_pi_div_two, Real.sin_pi_div_two, Real.cos_pi, Real.sin_pi]
    ring
  have h2 : W (π / 2) = a₀ - a₁ + a₂ := by
    rw [H, show 2 * (π / 2) = π by ring, show 4 * (π / 2) = 2 * π by ring,
      Real.cos_pi, Real.sin_pi, Real.cos_two_pi, Real.sin_two_pi]
    ring
  have h3 : W (3 * π / 4) = a₀ - b₁ - a₂ := by
    rw [H, show 2 * (3 * π / 4) = π / 2 + π by ring,
      show 4 * (3 * π / 4) = 2 * π + π by ring]
    simp only [Real.cos_add_pi, Real.sin_add_pi, Real.cos_pi_div_two, Real.sin_pi_div_two,
      Real.cos_two_pi, Real.sin_two_pi]
    ring
  have h4 : W (π / 8) = a₀ + √2 / 2 * (a₁ + b₁) + b₂ := by
    rw [H, show 2 * (π / 8) = π / 4 by ring, show 4 * (π / 8) = π / 2 by ring,
      Real.cos_pi_div_four, Real.sin_pi_div_four, Real.cos_pi_div_two, Real.sin_pi_div_two]
    ring
  rw [h0, h1, h2, h3, h4, H t]
  ring

/-- The on-site mean field of a two-site model: each site feels the potential `U` times its own
population. -/
def onSite (U : ℝ) : Matrix (Fin 2) (Fin 2) ℝ →ₗ[ℝ] Matrix (Fin 2) (Fin 2) ℝ where
  toFun D := !![U * D 0 0, 0; 0, U * D 1 1]
  map_add' A B := by
    ext i j
    fin_cases i <;> fin_cases j <;> simp [mul_add]
  map_smul' r A := by
    ext i j
    fin_cases i <;> fin_cases j <;> simp [mul_left_comm]

/-- Two sites with hopping `τ` and on-site mean field `U`, the first site initially occupied:
the energy along the rotation is `-τ sin 2t + U (3 + cos 4t) / 8`. -/
theorem two_site_energy (τ U t : ℝ) :
    rotationEnergy !![0, -τ; -τ, 0] (onSite U) ![1, 0] 0 1 t =
      -τ * Real.sin (2 * t) + U * (3 + Real.cos (4 * t)) / 8 := by
  have hD : rotatedDensity ![1, 0] (0 : Fin 2) 1 t =
      !![(1 + Real.cos (2 * t)) / 2, Real.sin (2 * t) / 2;
         Real.sin (2 * t) / 2, (1 - Real.cos (2 * t)) / 2] := by
    rw [rotatedDensity_eq _ (by decide)]
    ext i j
    fin_cases i <;> fin_cases j <;> simp <;> ring
  rw [rotationEnergy, hD, show 4 * t = 2 * (2 * t) by ring, Real.cos_two_mul (2 * t)]
  simp [energy, onSite, Matrix.trace_fin_two]
  ring

end

end GivensEnergyCurve
```

```lean
#print axioms GivensEnergyCurve.rotatedDensity_of_equal_occupation
#print axioms GivensEnergyCurve.rotationEnergy_harmonics
#print axioms GivensEnergyCurve.rotationEnergy_from_five
#print axioms GivensEnergyCurve.two_site_energy
```

```
'GivensEnergyCurve.rotatedDensity_of_equal_occupation' depends on axioms: [propext, Classical.choice, Quot.sound]
'GivensEnergyCurve.rotationEnergy_harmonics' depends on axioms: [propext, Classical.choice, Quot.sound]
'GivensEnergyCurve.rotationEnergy_from_five' depends on axioms: [propext, Classical.choice, Quot.sound]
'GivensEnergyCurve.two_site_energy' depends on axioms: [propext, Classical.choice, Quot.sound]
```

## Five coefficients for the whole curve

The main theorem, `rotationEnergy_harmonics`, takes two distinct orbitals `p` and `q` and provides five real coefficients, the same for every $t$. `rotationEnergy_from_five` computes them from the energies at $0$, $\pi/8$, $\pi/4$, $\pi/2$ and $3\pi/4$; there `W` merely abbreviates the energy curve. In a Hartree–Fock line search over one pair of real orbitals, five energy evaluations therefore fix the whole curve.

The letter `n` denotes the finite set of orbital labels, not their number. The matrices are written in the orthonormal basis of the initial orbitals, so the initial density is `diagonal f`, with occupations `f`. A single determinant has occupations zero and one, but any real values are allowed. `givens p q t` is the rotation $R(t)$, and `rotatedDensity` is $D(t)=R(t)\,\mathrm{diag}(f)\,R(t)^T$.

The energy is $E(D)=\mathrm{tr}(hD)+\tfrac12\mathrm{tr}(G(D)D)$, where `h` is the one-electron matrix and `G` maps a density to its mean field. Neither needs to be symmetric. Linearity of `G` holds for the Coulomb and exchange fields of Hartree–Fock theory, which are linear in the density matrix; the field of a general exchange-correlation functional is not. Spin factors must be absorbed into `h` and `G`. Identifying these two with the integrals of an actual molecule is the step left to the user.

## The density turns at twice the angle

Write $S_{ij}$ for the matrix unit `single i j 1`, with a one in row $i$, column $j$. Since $R$ sends $e_p$ to $\cos t\,e_p+\sin t\,e_q$ and $e_q$ to $\cos t\,e_q-\sin t\,e_p$, the entries of $D(t)$ that can change are

$$D_{pp}=f_p\cos^2t+f_q\sin^2t,\qquad D_{qq}=f_p\sin^2t+f_q\cos^2t,$$

$$D_{pq}=D_{qp}=(f_p-f_q)\sin t\cos t.$$

With $\delta=(f_p-f_q)/2$, the double-angle formulas give

$$D(t)=\mathrm{diag}(f)+\delta\big[(\cos2t-1)(S_{pp}-S_{qq})+\sin2t\,(S_{pq}+S_{qp})\big].$$

This is `rotatedDensity_eq`. Its proof multiplies out the matrix units, then compares entries using $\sin^2t+\cos^2t=1$. Setting all occupations to one gives $RR^T=1$; setting $f_p=f_q$ shows that orbitals of equal occupation rotate without changing the density.

## A quadratic energy doubles the angle once more

Put $\theta=2t$, $Z=\delta(S_{pp}-S_{qq})$, $X=\delta(S_{pq}+S_{qp})$ and $M=\mathrm{diag}(f)-Z$. Then $D=M+\cos\theta\,Z+\sin\theta\,X$. With $\langle A,B\rangle=\mathrm{tr}(G(A)B)$, linearity gives

$$\begin{aligned}E={}&E(M)+a_1\cos\theta+b_1\sin\theta+\tfrac12\langle Z,Z\rangle\cos^2\theta\\&+\tfrac12\langle X,X\rangle\sin^2\theta+\tfrac12(\langle Z,X\rangle+\langle X,Z\rangle)\sin\theta\cos\theta,\end{aligned}$$

where $a_1=\mathrm{tr}(hZ)+\tfrac12(\langle M,Z\rangle+\langle Z,M\rangle)$, and $b_1$ has $X$ in place of $Z$. Rewriting the squares and the product in terms of $2\theta$ leaves

$$a_0=E(M)+\tfrac14(\langle Z,Z\rangle+\langle X,X\rangle),$$

$$a_2=\tfrac14(\langle Z,Z\rangle-\langle X,X\rangle),\qquad b_2=\tfrac14(\langle Z,X\rangle+\langle X,Z\rangle)$$

as the constant and the coefficients of $\cos2\theta$ and $\sin2\theta$.

`energy_on_ellipse` supplies exactly these coefficients, expands by linearity and finishes with $\sin^2\theta+\cos^2\theta=1$. The "ellipse" may shrink to a segment or a point. The main theorem applies it at $\theta=2t$; `module` checks the regrouping of the density.

## Recovering the coefficients

The sampled energies are

$$W(0)=a_0+a_1+a_2,\qquad W(\pi/2)=a_0-a_1+a_2,$$

$$W(\pi/4)=a_0+b_1-a_2,\qquad W(3\pi/4)=a_0-b_1-a_2,$$

$$W(\pi/8)=a_0+\tfrac{\sqrt2}{2}(a_1+b_1)+b_2.$$

Sums and differences of the first four give $a_0,a_1,b_1,a_2$, and the last then gives $b_2$. The proof establishes these equations as `h0` to `h4`, substitutes them into the stated formula and checks it with `ring`.

## Two sites with hopping and repulsion

For hopping $\tau$ and on-site field $U$, starting with the first site occupied, the site populations are $(1\pm\cos2t)/2$ and the off-diagonal density is $\sin(2t)/2$. Hence

$$E=-\tau\sin2t+\frac U4(1+\cos^2 2t)=-\tau\sin2t+\frac U8(3+\cos4t).$$

`two_site_energy` obtains this by inserting the explicit density `hD`. For $U\ne0$ the $4t$ harmonic is present. Physically, this is the restricted Hartree–Fock energy per electron of a two-electron Hubbard dimer.
